# A nonzero polynomial amplitude that is odd under s ↔ u crossing at fixed t has odd degree in s

At fixed t the variables s and u are tied by s + u = c, and the amplitude is taken to be a polynomial f in s with coefficients in a field of characteristic zero. The lemma `odd_natDegree` says that if f is not zero and changes sign when s and u are exchanged, then its degree in s is odd. The proof takes from `crossingOdd_iff` a polynomial g with f = ν g(ν²), where ν = s − c/2, and counts degrees: ν gives one and g(ν²) gives twice the degree of g.

In Lean, a first try:

```lean
import Mathlib

open Polynomial

namespace FixedTCrossing

variable {K : Type*} [Field K] [CharZero K]

/-- The crossing variable `ν = s - c/2`, as a polynomial in `s`, where `s + u = c` at fixed `t`. -/
noncomputable def crossVar (c : K) : K[X] := X - C (c / 2)

/-- The amplitude `f` takes opposite values at `s` and `u` whenever `s + u = c`. -/
def IsCrossingOdd (c : K) (f : K[X]) : Prop :=
  ∀ s u : K, s + u = c → f.eval u = -f.eval s

/-- Exchanging `s` and `u` reverses the sign of the crossing variable. -/
theorem crossVar_crossed {c s u : K} (h : s + u = c) :
    (crossVar c).eval u = -(crossVar c).eval s := by
  subst h
  simp only [crossVar, eval_sub, eval_X, eval_C]
  ring

/-- A polynomial in `ν²` takes the same value at `s` and at `u`. -/
theorem eval_comp_sq {c s u : K} (h : s + u = c) (g : K[X]) :
    (g.comp (crossVar c ^ 2)).eval u = (g.comp (crossVar c ^ 2)).eval s := by
  simp only [eval_comp, eval_pow, crossVar_crossed h, neg_sq]

omit [CharZero K] in
/-- A polynomial `g` is determined by the amplitude `g(ν²)`. -/
theorem comp_sq_injective (c : K) {g g' : K[X]}
    (h : g.comp (crossVar c ^ 2) = g'.comp (crossVar c ^ 2)) : g = g' := by
  have h0 : (g - g').comp (crossVar c ^ 2) = 0 := by rw [sub_comp, h, sub_self]
  -- substituting `ν²` doubles the degree, so the difference is a constant
  have hd : (g - g').natDegree = 0 := by
    have h1 := congrArg natDegree h0
    rw [natDegree_comp, natDegree_pow, crossVar, natDegree_X_sub_C, natDegree_zero] at h1
    omega
  have hC := eq_C_of_natDegree_eq_zero hd
  rw [hC, C_comp] at h0
  exact sub_eq_zero.mp (hC.trans h0)

/-- Every polynomial amplitude is the sum of a polynomial in `ν²` and `ν` times a polynomial
in `ν²`, and the two polynomials are unique. -/
theorem crossing_decomposition (c : K) (f : K[X]) :
    ∃! p : K[X] × K[X],
      f = p.1.comp (crossVar c ^ 2) + crossVar c * p.2.comp (crossVar c ^ 2) := by
  have : Infinite K := Infinite.of_injective (Nat.cast : ℕ → K) Nat.cast_injective
  have hex : ∃ g h : K[X],
      f = g.comp (crossVar c ^ 2) + crossVar c * h.comp (crossVar c ^ 2) := by
    refine Polynomial.induction_on f ?_ ?_ ?_
    · intro a
      exact ⟨C a, 0, by simp⟩
    · rintro p q ⟨g, h, e⟩ ⟨g', h', e'⟩
      refine ⟨g + g', h + h', ?_⟩
      rw [e, e', add_comp, add_comp]
      ring
    · -- multiplication by `s = ν + c/2` mixes the two parts
      rintro n a ⟨g, h, e⟩
      refine ⟨X * h + C (c / 2) * g, g + C (c / 2) * h, ?_⟩
      have hX : (X : K[X]) = crossVar c + C (c / 2) := by simp [crossVar]
      rw [pow_succ, ← mul_assoc, e]
      simp only [add_comp, mul_comp, X_comp, C_comp]
      linear_combination
        (g.comp (crossVar c ^ 2) + crossVar c * h.comp (crossVar c ^ 2)) * hX
  obtain ⟨g, h, e⟩ := hex
  refine ⟨(g, h), e, ?_⟩
  rintro ⟨g', h'⟩ e'
  have E : g'.comp (crossVar c ^ 2) + crossVar c * h'.comp (crossVar c ^ 2)
      = g.comp (crossVar c ^ 2) + crossVar c * h.comp (crossVar c ^ 2) := e'.symm.trans e
  -- averaging over `s` and `u` isolates the even part
  have hG : g'.comp (crossVar c ^ 2) = g.comp (crossVar c ^ 2) := by
    apply Polynomial.funext
    intro s
    have hsu : s + (c - s) = c := by ring
    have e1 := congrArg (eval s) E
    have e2 := congrArg (eval (c - s)) E
    simp only [eval_add, eval_mul] at e1 e2
    rw [eval_comp_sq hsu g, eval_comp_sq hsu h, eval_comp_sq hsu g', eval_comp_sq hsu h',
      crossVar_crossed hsu] at e2
    linear_combination (1 / 2) * e1 + (1 / 2) * e2
  rw [hG] at E
  have hH := mul_left_cancel₀ (X_sub_C_ne_zero (c / 2)) (add_left_cancel E)
  exact Prod.ext (comp_sq_injective c hG) (comp_sq_injective c hH)

/-- A polynomial amplitude is odd under `s ↔ u` crossing at fixed `t` if and only if it is `ν g(ν²)`
for a unique polynomial `g`. -/
theorem crossingOdd_iff (c : K) (f : K[X]) :
    IsCrossingOdd c f ↔ ∃! g : K[X], f = crossVar c * g.comp (crossVar c ^ 2) := by
  have : Infinite K := Infinite.of_injective (Nat.cast : ℕ → K) Nat.cast_injective
  constructor
  · intro hf
    obtain ⟨⟨g, h⟩, e, -⟩ := crossing_decomposition c f
    dsimp only at e
    -- the even part equals its own negative
    have hz : g.comp (crossVar c ^ 2) = 0 := by
      apply Polynomial.funext
      intro s
      have hsu : s + (c - s) = c := by ring
      have e1 := hf s (c - s) hsu
      rw [e] at e1
      simp only [eval_add, eval_mul] at e1
      rw [eval_comp_sq hsu g, eval_comp_sq hsu h, crossVar_crossed hsu] at e1
      rw [eval_zero]
      linear_combination (1 / 2) * e1
    have hfh : f = crossVar c * h.comp (crossVar c ^ 2) := by rw [e, hz, zero_add]
    exact ⟨h, hfh, fun h' (hh' : f = crossVar c * h'.comp (crossVar c ^ 2)) =>
      comp_sq_injective c
        (mul_left_cancel₀ (X_sub_C_ne_zero (c / 2)) (hh'.symm.trans hfh))⟩
  · rintro ⟨g, (hg : f = crossVar c * g.comp (crossVar c ^ 2)), -⟩
    intro s u hsu
    rw [hg, eval_mul, eval_mul, eval_comp_sq hsu g, crossVar_crossed hsu, neg_mul]

/-- A nonzero crossing-odd polynomial amplitude has odd degree in `s`. -/
theorem odd_natDegree {c : K} {f : K[X]} (hf : IsCrossingOdd c f) (h0 : f ≠ 0) :
    Odd f.natDegree := by
  obtain ⟨g, hg, -⟩ := (crossingOdd_iff c f).mp hf
  dsimp only at hg
  have hne : crossVar c * g.comp (crossVar c ^ 2) ≠ 0 := fun h => h0 (hg.trans h)
  refine ⟨g.natDegree, ?_⟩
  rw [hg, natDegree_mul (left_ne_zero_of_mul hne) (right_ne_zero_of_mul hne),
    natDegree_comp, natDegree_pow, crossVar, natDegree_X_sub_C]
  omega

end FixedTCrossing
```

Compiling this gives:

```
Main.lean:117:2: error: `dsimp` made no progress
```

The repair, with which the file compiles:

```diff
@@ -115,5 +115,4 @@
     Odd f.natDegree := by
   obtain ⟨g, hg, -⟩ := (crossingOdd_iff c f).mp hf
-  dsimp only at hg
   have hne : crossVar c * g.comp (crossVar c ^ 2) ≠ 0 := fun h => h0 (hg.trans h)
   refine ⟨g.natDegree, ?_⟩
```

The message means that `dsimp only at hg` found nothing to simplify in `hg`, and Lean treats a `dsimp` that changes nothing as an error. The call would have been of use if `obtain`, in taking the `∃!` statement apart, had left `hg` as a function applied to `g`, still to be evaluated. But `hg` was already the plain equation `f = crossVar c * g.comp (crossVar c ^ 2)`, which holds nothing that `dsimp only` can reduce.

The same call on `e` in `crossingOdd_iff` does succeed, because there the unknown is a pair, and the projections `(g, h).1` and `(g, h).2` are left to be reduced to `g` and `h`.

The repair deletes the line. The steps after it use `hg` as an equation for `f`, which it already was, so they go through unchanged.
